# McWeeny purification lifts a small deviation from half occupation to 1/4 in logarithmically many steps

## Choosing a step limit from the gap

A limit on the number of iterations can be set before a density-matrix purification is started. Given a target accuracy, a lower bound on the distance from the chemical potential to the nearest level and an upper bound on the distance to the farthest, the bounds below give a number of steps that suffices in exact arithmetic.

Take a fixed one-electron Hamiltonian with levels $\varepsilon$ and a chemical potential $\mu$ in the gap. Choose $\Lambda>0$ no smaller than any $|\varepsilon-\mu|$. The starting occupations

$$x=\frac12+\frac{\mu-\varepsilon}{2\Lambda}$$

lie in $[0,1]$, above $1/2$ for occupied levels and below it for empty ones. Purification applies $x\mapsto 3x^2-2x^3$ repeatedly, which drives them to 1 and 0. The slow levels are those near $1/2$, which is itself a fixed point. Let $g$ be the least distance of a starting occupation from $1/2$. It is called the half-gap here, but it equals half the gap between the starting occupations only if $\mu$ lies at mid-gap; otherwise it is smaller.

The bounds derived below show that, for a fixed target accuracy, the number of steps grows like the logarithm of $1/g$ as $g$ becomes small.

## The first passage to 1/4

Write $x=1/2+y$. Then

$$3\left(\tfrac12+y\right)^2-2\left(\tfrac12+y\right)^3=\tfrac12+\tfrac32y-2y^3,$$

so the deviation follows $f(y)=y(3/2-2y^2)$. Let $y_n$ be the $n$-th iterate from $y_0=y$.

**Statement.** If $0<y<1/4$, there is a first index with $y_n\ge 1/4$. It has the form $k+1$, and

$$\left(\tfrac32\right)^{k+1}y\ge\tfrac14,\qquad \left(\tfrac{11}{8}\right)^{k}y<\tfrac14 .$$

**Derivation.** For $0<z\le 1/2$ the factor $3/2-2z^2$ is at least 1, so $f(z)>0$. Also

$$\tfrac12-f(z)=\left(\tfrac12-z\right)^2(2+2z)\ge0,$$

so the iterates stay in $(0,1/2]$. There $f(z)\le\frac32z$, hence $y_n\le(3/2)^ny$. If $z<1/4$, then $2z^2<1/8$ and $f(z)\ge\frac{11}{8}z$. So $y_n\ge(11/8)^ny$ as long as all earlier iterates are below $1/4$.

If no iterate reached $1/4$, then $(11/8)^ny<1/4$ would hold for every $n$, which is impossible. A first index $N$ therefore exists, and $N\neq0$ because $y<1/4$. With $N=k+1$, the upper growth bound gives $1/4\le y_{k+1}\le(3/2)^{k+1}y$, and the lower one gives $(11/8)^ky\le y_k<1/4$. Taking logarithms,

$$\frac{\ln(1/(4y))}{\ln(3/2)}\le N<1+\frac{\ln(1/(4y))}{\ln(11/8)}.$$

## From one level to the whole spectrum

For $0<a\le b\le1/2$,

$$f(b)-f(a)=(b-a)\left[\tfrac32-2(a^2+ab+b^2)\right]\ge0,$$

since each of the three products is at most $1/4$. The order of deviations is preserved, so no level reaches $1/4$ later than the one at the least distance $g$ from $1/2$.

Beyond $1/4$, let $d=1/2-z$. The next distance is $d'=d^2(3-2d)\le3d^2$, so $3d'\le(3d)^2$. Starting from $3d\le3/4$, after $k$ further steps the distance is at most $(3/4)^{2^k}/3$. Because $f(-z)=-f(z)$, empty levels obey the same bound. Here $k$ counts steps after the passage.

## A half-gap of 0.1

For $y=0.1$ the iterates are $0.148$, $0.2155$ and $0.3033$, so $N=3$. The logarithmic bounds read $2.26\le N<3.88$ and already leave only this integer. Five more steps bring every occupation at least $0.1$ away from $1/2$ to within $3.4\times10^{-5}$ of 0 or 1.

The same numbers show that the exponent of $11/8$ must be $k=N-1$: with $N$ in its place the inequality would claim $(11/8)^3\cdot0.1<0.25$, while the left side is about $0.26$. Step $N$ crosses the threshold, so the last iterate below $1/4$ is $y_{N-1}$, not $y_N$.

## The Lean file

```lean
import Mathlib

open Function

namespace McWeenyPurificationCost

noncomputable section

/-- The McWeeny purification map for a single occupation number. -/
def mcweeny (x : ℝ) : ℝ := 3 * x ^ 2 - 2 * x ^ 3

/-- The update rule for the deviation `y = x - 1/2` of an occupation number from one half. -/
def devStep (y : ℝ) : ℝ := y * (3 / 2 - 2 * y ^ 2)

/-- After any number of McWeeny steps, the occupation number is one half plus the
iterated deviation. -/
theorem mcweeny_iterate (y : ℝ) (n : ℕ) :
    mcweeny^[n] (1 / 2 + y) = 1 / 2 + devStep^[n] y := by
  induction n with
  | zero => rfl
  | succ n ih =>
    rw [iterate_succ_apply', iterate_succ_apply', ih]
    unfold mcweeny devStep
    ring

/-- A deviation in the interval `(0, 1/2]` stays in this interval under purification. -/
theorem iterate_mem {y : ℝ} (h0 : 0 < y) (h1 : y ≤ 1 / 2) (n : ℕ) :
    0 < devStep^[n] y ∧ devStep^[n] y ≤ 1 / 2 := by
  induction n with
  | zero => exact ⟨h0, h1⟩
  | succ n ih =>
    rw [iterate_succ_apply']
    obtain ⟨hz0, hz1⟩ := ih
    generalize devStep^[n] y = z at hz0 hz1 ⊢
    unfold devStep
    constructor
    · exact mul_pos hz0 (by nlinarith)
    · -- the distance to 1/2 is (1/2 - z)² (2 + 2z)
      nlinarith [mul_nonneg (sq_nonneg (1 / 2 - z)) (by linarith : 0 ≤ 2 + 2 * z)]

/-- A deviation in `(0, 1/2]` grows at most by a factor `3/2` per step. -/
theorem iterate_le {y : ℝ} (h0 : 0 < y) (h1 : y ≤ 1 / 2) (n : ℕ) :
    devStep^[n] y ≤ (3 / 2) ^ n * y := by
  induction n with
  | zero => simp
  | succ n ih =>
    have hz := (iterate_mem h0 h1 n).1
    rw [iterate_succ_apply']
    calc devStep (devStep^[n] y) ≤ 3 / 2 * devStep^[n] y := by
          unfold devStep at hz ⊢
          nlinarith [pow_pos hz 3]
      _ ≤ 3 / 2 * ((3 / 2) ^ n * y) := by linarith
      _ = (3 / 2) ^ (n + 1) * y := by ring

/-- As long as a positive deviation has stayed below `1/4`, it has grown at least by a
factor `11/8` per step. -/
theorem le_iterate {y : ℝ} (h0 : 0 < y) (n : ℕ) (h : ∀ m < n, devStep^[m] y < 1 / 4) :
    (11 / 8) ^ n * y ≤ devStep^[n] y := by
  induction n with
  | zero => simp
  | succ n ih =>
    have hl := ih fun m hm => h m (by omega)
    have hz1 := h n (by omega)
    have hz0 : 0 < devStep^[n] y := lt_of_lt_of_le (by positivity) hl
    rw [iterate_succ_apply']
    generalize devStep^[n] y = z at hl hz0 hz1 ⊢
    have key : 0 ≤ z * (1 / 8 - 2 * z ^ 2) := mul_nonneg hz0.le (by nlinarith)
    calc (11 / 8) ^ (n + 1) * y = 11 / 8 * ((11 / 8) ^ n * y) := by ring
      _ ≤ 11 / 8 * z := by linarith
      _ ≤ devStep z := by unfold devStep; nlinarith

/-- From a deviation `0 < y < 1/4`, purification reaches `1/4` for the first time at some
step `k + 1`, with `(3/2)^(k+1) y ≥ 1/4` and `(11/8)^k y < 1/4`. -/
theorem first_passage {y : ℝ} (h0 : 0 < y) (h1 : y < 1 / 4) :
    ∃ k : ℕ, IsLeast {n : ℕ | 1 / 4 ≤ devStep^[n] y} (k + 1) ∧
      1 / 4 ≤ (3 / 2) ^ (k + 1) * y ∧ (11 / 8) ^ k * y < 1 / 4 := by
  -- geometric growth cannot stay below 1/4 for ever
  have hex : ∃ n : ℕ, 1 / 4 ≤ devStep^[n] y := by
    by_contra hcon
    push Not at hcon
    obtain ⟨n, hn⟩ := pow_unbounded_of_one_lt (1 / 4 / y) (by norm_num : (1 : ℝ) < 11 / 8)
    rw [div_lt_iff₀ h0] at hn
    linarith [le_iterate h0 n fun m _ => hcon m, hcon n]
  obtain ⟨n, hn, hmin⟩ : ∃ n : ℕ, 1 / 4 ≤ devStep^[n] y ∧
      ∀ m < n, devStep^[m] y < 1 / 4 := by
    classical
    exact ⟨Nat.find hex, Nat.find_spec hex, fun m hm => not_le.mp (Nat.find_min hex hm)⟩
  cases n with
  | zero => exact absurd hn (not_le.mpr h1)
  | succ k =>
    refine ⟨k, ⟨hn, fun m hm => ?_⟩, hn.trans (iterate_le h0 (by linarith) _),
      (le_iterate h0 k fun m hm => hmin m (by omega)).trans_lt (hmin k (by omega))⟩
    by_contra h
    exact (not_le.mpr (hmin m (not_le.mp h))) hm

/-- For `0 < y < 1/4`, the number `N` of steps needed to reach `1/4` is at least
`log (1/(4y)) / log (3/2)` and less than `1 + log (1/(4y)) / log (11/8)`. -/
theorem logarithmic_cost {y : ℝ} (h0 : 0 < y) (h1 : y < 1 / 4) {N : ℕ}
    (hN : IsLeast {n : ℕ | 1 / 4 ≤ devStep^[n] y} N) :
    Real.log (1 / (4 * y)) / Real.log (3 / 2) ≤ N ∧
      N < 1 + Real.log (1 / (4 * y)) / Real.log (11 / 8) := by
  obtain ⟨k, hk, hup, hlow⟩ := first_passage h0 h1
  obtain rfl := hN.unique hk
  have hA : Real.log (1 / (4 * y)) ≤ ((k + 1 : ℕ) : ℝ) * Real.log (3 / 2) := by
    rw [← Real.log_pow]
    refine Real.log_le_log (by positivity) ?_
    rw [div_le_iff₀ (by positivity)]
    linarith
  have hB : (k : ℝ) * Real.log (11 / 8) < Real.log (1 / (4 * y)) := by
    rw [← Real.log_pow]
    refine Real.log_lt_log (by positivity) ?_
    rw [lt_div_iff₀ (by positivity)]
    linarith
  constructor
  · exact (div_le_iff₀ (Real.log_pos (by norm_num))).mpr hA
  · have hC := (lt_div_iff₀ (Real.log_pos (by norm_num : (1 : ℝ) < 11 / 8))).mpr hB
    push_cast
    linarith

/-- Of two deviations in `(0, 1/2]`, the one that starts closer to zero never overtakes
the other. -/
theorem gap_edge_slowest {a b : ℝ} (ha : 0 < a) (hab : a ≤ b) (hb : b ≤ 1 / 2) (n : ℕ) :
    devStep^[n] a ≤ devStep^[n] b := by
  induction n with
  | zero => exact hab
  | succ n ih =>
    have hu := (iterate_mem ha (hab.trans hb) n).1
    have hv := (iterate_mem (ha.trans_le hab) hb n).2
    rw [iterate_succ_apply', iterate_succ_apply']
    generalize devStep^[n] a = u at ih hu ⊢
    generalize devStep^[n] b = v at ih hv ⊢
    have hd : 0 ≤ v - u := by linarith
    have hs : 0 ≤ 3 / 2 - 2 * (u ^ 2 + u * v + v ^ 2) := by
      nlinarith [mul_nonneg hu.le hd, mul_nonneg (hu.le.trans ih) hd,
        mul_nonneg (by linarith : 0 ≤ 1 / 2 - v) (by linarith : 0 ≤ 1 / 2 + v)]
    unfold devStep
    nlinarith [mul_nonneg hd hs]

/-- From a deviation between `1/4` and `1/2`, the distance to `1/2` after `k` steps is at
most `(3/4)^(2^k) / 3`. -/
theorem quadratic_tail {y : ℝ} (h0 : 1 / 4 ≤ y) (h1 : y ≤ 1 / 2) (k : ℕ) :
    3 * (1 / 2 - devStep^[k] y) ≤ (3 / 4) ^ (2 ^ k) := by
  induction k with
  | zero =>
    rw [iterate_zero_apply, pow_zero, pow_one]
    linarith
  | succ k ih =>
    have hz := (iterate_mem (by linarith) h1 k).2
    rw [iterate_succ_apply']
    generalize devStep^[k] y = z at ih hz ⊢
    have hd : 0 ≤ 1 / 2 - z := by linarith
    calc 3 * (1 / 2 - devStep z) ≤ (3 * (1 / 2 - z)) ^ 2 := by
          unfold devStep
          nlinarith [pow_nonneg hd 3]
      _ ≤ ((3 / 4) ^ (2 ^ k)) ^ 2 := pow_le_pow_left₀ (by linarith) ih 2
      _ = (3 / 4) ^ (2 ^ (k + 1)) := by rw [← pow_mul, ← pow_succ]

/-- If `N` steps bring the half-gap `g > 0` to at least `1/4`, then after `k` further steps
every occupation in `[1/2 + g, 1]` is within `(3/4)^(2^k) / 3` of one, and every occupation
in `[0, 1/2 - g]` is within the same distance of zero. -/
theorem spectrum_purified {g : ℝ} (hg : 0 < g) {N : ℕ} (hN : 1 / 4 ≤ devStep^[N] g)
    (k : ℕ) :
    (∀ x, 1 / 2 + g ≤ x → x ≤ 1 → |mcweeny^[k + N] x - 1| ≤ (3 / 4) ^ (2 ^ k) / 3) ∧
      (∀ x, 0 ≤ x → x ≤ 1 / 2 - g → |mcweeny^[k + N] x| ≤ (3 / 4) ^ (2 ^ k) / 3) := by
  have key : ∀ y, g ≤ y → y ≤ 1 / 2 → 0 ≤ 1 / 2 - devStep^[k + N] y ∧
      1 / 2 - devStep^[k + N] y ≤ (3 / 4) ^ (2 ^ k) / 3 := by
    intro y hy hy1
    have hm := (iterate_mem (hg.trans_le hy) hy1 (k + N)).2
    have ht := quadratic_tail (hN.trans (gap_edge_slowest hg hy hy1 N))
      (iterate_mem (hg.trans_le hy) hy1 N).2 k
    rw [← iterate_add_apply] at ht
    constructor <;> linarith
  -- the deviation map is odd, so empty levels mirror occupied ones
  have odd : ∀ (y : ℝ) (n : ℕ), devStep^[n] (-y) = -devStep^[n] y := by
    intro y n
    induction n with
    | zero => rfl
    | succ n ih =>
      rw [iterate_succ_apply', iterate_succ_apply', ih]
      unfold devStep
      ring
  constructor
  · intro x hx hx1
    obtain ⟨h1, h2⟩ := key (x - 1 / 2) (by linarith) (by linarith)
    have e := mcweeny_iterate (x - 1 / 2) (k + N)
    rw [show 1 / 2 + (x - 1 / 2) = x by ring] at e
    rw [e, abs_le]
    constructor <;> linarith
  · intro x hx hx1
    obtain ⟨h1, h2⟩ := key (1 / 2 - x) (by linarith) (by linarith)
    have e := mcweeny_iterate (-(1 / 2 - x)) (k + N)
    rw [show 1 / 2 + -(1 / 2 - x) = x by ring, odd] at e
    rw [e, abs_le]
    constructor <;> linarith

end

end McWeenyPurificationCost
```

```lean
#print axioms McWeenyPurificationCost.logarithmic_cost
#print axioms McWeenyPurificationCost.spectrum_purified
```

```
'McWeenyPurificationCost.logarithmic_cost' depends on axioms: [propext, Classical.choice, Quot.sound]
'McWeenyPurificationCost.spectrum_purified' depends on axioms: [propext, Classical.choice, Quot.sound]
```

## What the Lean statements say

`mcweeny` acts on one real occupation number, `devStep` is $f$, and `devStep^[n] y` is $y_n$. In `first_passage`, `IsLeast` says that `k + 1` belongs to the set of indices with $y_n\ge1/4$ and is its smallest member. `logarithmic_cost` takes such a least index `N` as a hypothesis; `first_passage` supplies it.

In `spectrum_purified`, `N` may be any number of steps that brings `g` to at least $1/4$, not only the first. The two conclusions concern all occupations in $[1/2+g,1]$ and $[0,1/2-g]$.

The file contains no matrices. For a Hermitian matrix the polynomial acts on each eigenvalue separately, which links these statements to the density matrix. The gap and the position of $\mu$ are assumed, and round-off and the truncation of small matrix elements are absent. The bounds count steps, not the work per step.

## How the lemmas fit together

`mcweeny_iterate` carries the shift identity through all iterates by induction, with `ring` doing the expansion. `iterate_mem`, `iterate_le` and `le_iterate` are the invariance and the two growth bounds. Their inductions peel off the last step, and `nlinarith` or `linarith` settles the remaining inequalities.

`first_passage` obtains existence by contradiction from `pow_unbounded_of_one_lt`, then takes the smallest index with `Nat.find`. The case `zero` contradicts $y<1/4$; the case `succ k` combines the growth bounds. `logarithmic_cost` identifies its `N` with `k + 1` by uniqueness of the least element and takes logarithms.

`gap_edge_slowest` uses the factorised difference, and `quadratic_tail` squares the error bound at each step. `spectrum_purified` joins them in `key`, proves the odd symmetry in `odd`, and translates back to occupations with `mcweeny_iterate`.
